# End-site moments of a uniform semi-infinite hopping chain as finite Catalan sums

A state of the chain is taken here to be any real function $\psi$ on the sites $0,1,2,\dots$, with no condition of square summability. The Hamiltonian is then simply a linear map on such functions, and a moment is an amplitude read off at site 0. This is enough because each site has at most two neighbours, so every power of the Hamiltonian acts through finite sums.

## The moments in closed form

Let $a$ be the on-site energy and $b$ the hopping amplitude, both real and the same along the whole chain. The Hamiltonian $H=bT+a$ contains the hopping operator $T$, which sums the amplitudes on neighbouring sites:

$$(T\psi)(0)=\psi(1),\qquad (T\psi)(j+1)=\psi(j)+\psi(j+2).$$

Let $e_0$ be the state with amplitude 1 on site 0 and 0 elsewhere. With $C_n$ the $n$-th Catalan number, the end-site moments are

$$\mu_k=(H^k e_0)(0)=\sum_{n=0}^{\lfloor k/2\rfloor}\binom{k}{2n}a^{k-2n}b^{2n}C_n ,$$

where $0^0=1$. Measured from the on-site energy, the moment of order $2n$ is $b^{2n}C_n$, and every odd moment vanishes.

In the Lean file, $T$ is `hop`, $H$ is `chainHamiltonian a b` and $e_0$ is `endSite`. The type `Module.End ℝ (ℕ → ℝ)` holds the linear maps on states, and its multiplication is composition, so `chainHamiltonian a b ^ k` means $k$ successive applications. The formula for $\mu_k$ is `end_site_moments`; the moments about $a$ are `central_moments`.

## Where a recursion code meets this chain

A recursion-method code that continues its coefficients as constants $a,b$ attaches a uniform semi-infinite chain of this kind, and the formula gives that non-interacting chain's end-site moments exactly. It can therefore serve as a reference for a routine that computes moments or converts them to recursion coefficients. If the code stores only the first $N\ge 1$ sites, the comparison holds for $k\le 2N-1$, since a closed walk of that length never reaches the cut.

## Counting walks from the end site

Let $c(k,j)$, `pathCount k j` in Lean, be the number of $k$-step nearest-neighbour walks from site 0 to site $j$. It satisfies

$$c(0,0)=1,\quad c(0,j+1)=0,\quad c(k+1,0)=c(k,1),\quad c(k+1,j+1)=c(k,j)+c(k,j+2).$$

Each step moves by one site, so $c(k,j)=0$ if $j>k$ or if $k+j$ is odd. Two short inductions on $k$ prove this in Lean. The remaining values are

$$c(2n+j,j)=\binom{2n+j}{n+j}-\binom{2n+j}{n+j+1}.$$

The proof is by induction on the number of steps. At zero steps, $n=j=0$ and both sides are 1. Assume the formula for $k$ steps.

**End site.** For $k+1=2m+2$ steps, the recursion and the assumption give

$$c(2m+2,0)=c(2m+1,1)=\binom{2m+1}{m+1}-\binom{2m+1}{m+2}.$$

By Pascal's rule, the required value is

$$\binom{2m+2}{m+1}-\binom{2m+2}{m+2}=\binom{2m+1}{m}-\binom{2m+1}{m+2}.$$

The two agree because $\binom{2m+1}{m}=\binom{2m+1}{m+1}$.

**Interior site.** For $j=i+1$ and $k=2n+i$, adding the two neighbours gives

$$c(k,i)+c(k,i+2)=\binom{k}{n+i}-\binom{k}{n+i+1}+\binom{k}{n+i+1}-\binom{k}{n+i+2}.$$

The middle terms cancel, and Pascal's rule turns the rest into $\binom{k+1}{n+i+1}-\binom{k+1}{n+i+2}$, as required. If $n=0$, site $i+2$ is out of reach and its contribution is zero.

In `pathCount_reflection` the subtracted binomial stands on the other side, which avoids subtraction of natural numbers. The zero-step case is closed by `simp`. The other two are finished by `omega` as linear arithmetic, from Pascal's rule and the induction hypotheses, together with the symmetry $\binom{2m+1}{m}=\binom{2m+1}{m+1}$ at the end site and the vanishing of the out-of-reach terms in the interior when $n=0$.

At $j=0$, the relation $(n+1)\binom{2n}{n+1}=n\binom{2n}{n}$ gives

$$c(2n,0)=\frac{1}{n+1}\binom{2n}{n}=C_n,\qquad c(2n+1,0)=0.$$

This is `pathCount_end_site`. Its proof multiplies the even case by $n+1$ to avoid division, and the odd case follows from parity.

## From walks to moments

The recursion for $c$ is the action of $T$, so induction on $k$ gives $(T^k e_0)(j)=c(k,j)$, which is `hop_pow_endSite`. Since $H-a=bT$, we have $((H-a)^k e_0)(0)=b^k c(k,0)$, and the moments about $a$ follow.

For $\mu_k$ itself, $bT$ commutes with the multiple $a$ of the identity, so the binomial theorem applies:

$$\mu_k=\sum_{m=0}^{k}\binom{k}{m}a^{k-m}b^m c(m,0).$$

The odd terms vanish, and $m=2n$ leaves the Catalan sum. In Lean, `hc.add_pow` performs the expansion and `sum_range_even` removes the odd terms.

## The fourth moment for $a=1$, $b=2$

The formula gives $\mu_4=a^4+6a^2b^2+2b^4=1+24+32=57$.

Direct application of $H$, listing amplitudes from site 0, gives

- $He_0=(1,2,0,\dots)$
- $H^2e_0=(5,4,4,0,\dots)$
- $H^3e_0=(13,22,12,8,0,\dots)$

The next end-site amplitude is $1\cdot13+2\cdot22=57$.

## The Lean file

```lean
import Mathlib

open Finset

namespace SemiInfiniteChainMoments

noncomputable section

/-- The number of `k`-step nearest-neighbour walks from the end site `0` to site `j`
of the semi-infinite chain, given by its recursion in `k`. -/
def pathCount : ℕ → ℕ → ℕ
  | 0, 0 => 1
  | 0, _ + 1 => 0
  | k + 1, 0 => pathCount k 1
  | k + 1, j + 1 => pathCount k j + pathCount k (j + 2)

/-- The sum of the amplitudes on the neighbours of each site; the end site has one neighbour. -/
def neighbourSum (ψ : ℕ → ℝ) : ℕ → ℝ
  | 0 => ψ 1
  | j + 1 => ψ j + ψ (j + 2)

/-- The hopping operator of the semi-infinite chain with unit hopping amplitude. -/
def hop : Module.End ℝ (ℕ → ℝ) where
  toFun := neighbourSum
  map_add' ψ φ := by
    ext j
    cases j with
    | zero => simp [neighbourSum]
    | succ i =>
      simp [neighbourSum]
      ring
  map_smul' r ψ := by
    ext j
    cases j <;> simp [neighbourSum, mul_add]

/-- The chain Hamiltonian with on-site energy `a` and hopping amplitude `b`. -/
def chainHamiltonian (a b : ℝ) : Module.End ℝ (ℕ → ℝ) := b • hop + a • 1

/-- The state localised on the end site. -/
def endSite : ℕ → ℝ := Pi.single 0 1

/-- In `k` steps a walk from the end site cannot reach a site beyond `k`. -/
theorem pathCount_eq_zero_of_lt (k : ℕ) : ∀ j, k < j → pathCount k j = 0 := by
  induction k with
  | zero =>
    intro j h
    cases j with
    | zero => omega
    | succ i => rfl
  | succ k ih =>
    intro j h
    cases j with
    | zero => omega
    | succ i =>
      change pathCount k i + pathCount k (i + 2) = 0
      rw [ih i (by omega), ih (i + 2) (by omega)]

/-- No walk from the end site reaches site `j` in `k` steps when `k + j` is odd. -/
theorem pathCount_eq_zero_of_odd (k : ℕ) : ∀ j, (k + j) % 2 = 1 → pathCount k j = 0 := by
  induction k with
  | zero =>
    intro j h
    cases j with
    | zero => omega
    | succ i => rfl
  | succ k ih =>
    intro j h
    cases j with
    | zero => exact ih 1 (by omega)
    | succ i =>
      change pathCount k i + pathCount k (i + 2) = 0
      rw [ih i (by omega), ih (i + 2) (by omega)]

/-- Reflection formula: the number of walks from the end site to site `j` in `2n + j` steps
is the difference of two neighbouring binomial coefficients. -/
theorem pathCount_reflection (n j : ℕ) :
    pathCount (2 * n + j) j + (2 * n + j).choose (n + j + 1) = (2 * n + j).choose (n + j) := by
  have key : ∀ k n j : ℕ, k = 2 * n + j →
      pathCount k j + k.choose (n + j + 1) = k.choose (n + j) := by
    intro k
    induction k with
    | zero =>
      intro n j h
      obtain ⟨rfl, rfl⟩ : n = 0 ∧ j = 0 := by omega
      simp [pathCount]
    | succ k ih =>
      intro n j h
      cases j with
      | zero =>
        -- at the end site the two middle binomial coefficients agree
        obtain ⟨m, rfl⟩ : ∃ m, n = m + 1 := ⟨n - 1, by omega⟩
        obtain rfl : k = 2 * m + 1 := by omega
        have h1 := ih m 1 rfl
        have h2 := Nat.choose_symm_half m
        have p1 := Nat.choose_succ_succ' (2 * m + 1) (m + 1)
        have p2 := Nat.choose_succ_succ' (2 * m + 1) m
        have r : pathCount (2 * m + 1 + 1) 0 = pathCount (2 * m + 1) 1 := rfl
        simp only [Nat.add_zero]
        omega
      | succ i =>
        -- in the interior Pascal's rule matches the hopping recursion
        have h1 := ih n i (by omega)
        have h2 : pathCount k (i + 2) + k.choose (n + i + 1 + 1) = k.choose (n + i + 1) := by
          cases n with
          | zero =>
            rw [pathCount_eq_zero_of_lt k (i + 2) (by omega),
              Nat.choose_eq_zero_of_lt (by omega), Nat.choose_eq_zero_of_lt (by omega)]
          | succ m =>
            have h3 := ih m (i + 2) (by omega)
            rw [show m + (i + 2) = m + 1 + i + 1 by omega] at h3
            exact h3
        have p1 := Nat.choose_succ_succ' k (n + i + 1)
        have p2 := Nat.choose_succ_succ' k (n + i)
        have r : pathCount (k + 1) (i + 1) = pathCount k i + pathCount k (i + 2) := rfl
        rw [show n + (i + 1) = n + i + 1 from rfl]
        omega
  exact key _ n j rfl

/-- The walks that return to the end site are counted by the Catalan numbers for an even
number of steps, and there are none for an odd number of steps. -/
theorem pathCount_end_site (n : ℕ) :
    pathCount (2 * n) 0 = catalan n ∧ pathCount (2 * n + 1) 0 = 0 := by
  refine ⟨?_, pathCount_eq_zero_of_odd _ 0 (by omega)⟩
  have h := pathCount_reflection n 0
  simp only [Nat.add_zero] at h
  have h1 := Nat.choose_succ_right_eq (2 * n) n
  rw [show 2 * n - n = n by omega] at h1
  have h2 := succ_mul_catalan_eq_centralBinom n
  rw [Nat.centralBinom_eq_two_mul_choose] at h2
  have h3 : (n + 1) * (pathCount (2 * n) 0 + (2 * n).choose (n + 1))
      = (n + 1) * (2 * n).choose n := by rw [h]
  apply Nat.eq_of_mul_eq_mul_left (Nat.succ_pos n)
  change (n + 1) * pathCount (2 * n) 0 = (n + 1) * catalan n
  nlinarith

/-- Applying the hopping operator `k` times to the end-site state puts on site `j` an
amplitude equal to the number of `k`-step walks from the end site to `j`. -/
theorem hop_pow_endSite (k : ℕ) : ∀ j, (hop ^ k) endSite j = (pathCount k j : ℝ) := by
  induction k with
  | zero =>
    intro j
    cases j <;> simp [endSite, pathCount]
  | succ k ih =>
    intro j
    rw [pow_succ', Module.End.mul_apply]
    cases j with
    | zero => exact ih 1
    | succ i =>
      change (hop ^ k) endSite i + (hop ^ k) endSite (i + 2)
        = ((pathCount k i + pathCount k (i + 2) : ℕ) : ℝ)
      rw [ih i, ih (i + 2), Nat.cast_add]

/-- The end-site moments about the on-site energy `a` are `b ^ (2n)` times the `n`-th Catalan
number in even order and zero in odd order. -/
theorem central_moments (a b : ℝ) (n : ℕ) :
    ((chainHamiltonian a b - a • 1) ^ (2 * n)) endSite 0 = b ^ (2 * n) * (catalan n : ℝ) ∧
    ((chainHamiltonian a b - a • 1) ^ (2 * n + 1)) endSite 0 = 0 := by
  have h : chainHamiltonian a b - a • 1 = b • hop := by
    rw [chainHamiltonian, add_sub_cancel_right]
  obtain ⟨he, ho⟩ := pathCount_end_site n
  constructor
  · rw [h, smul_pow, LinearMap.smul_apply, Pi.smul_apply, smul_eq_mul, hop_pow_endSite, he]
  · rw [h, smul_pow, LinearMap.smul_apply, Pi.smul_apply, smul_eq_mul, hop_pow_endSite, ho,
      Nat.cast_zero, mul_zero]

/-- If `f` vanishes at every odd index, its sum over `0, …, k` equals the sum of its values at the
even indices up to `k`. -/
theorem sum_range_even (f : ℕ → ℝ) (hf : ∀ n, f (2 * n + 1) = 0) (k : ℕ) :
    ∑ m ∈ range (k + 1), f m = ∑ n ∈ range (k / 2 + 1), f (2 * n) := by
  have key : ∀ m, ∑ i ∈ range (2 * m + 1), f i = ∑ n ∈ range (m + 1), f (2 * n) := by
    intro m
    induction m with
    | zero => simp
    | succ m ih =>
      rw [sum_range_succ (fun n => f (2 * n)) (m + 1),
        show 2 * (m + 1) = 2 * m + 1 + 1 by ring,
        sum_range_succ f (2 * m + 1 + 1), sum_range_succ f (2 * m + 1), ih, hf, add_zero]
  rcases Nat.even_or_odd' k with ⟨m, rfl | rfl⟩
  · rw [show 2 * m / 2 = m by omega]
    exact key m
  · rw [show (2 * m + 1) / 2 = m by omega, sum_range_succ f (2 * m + 1), hf, add_zero]
    exact key m

/-- The `k`-th end-site moment of the chain with on-site energy `a` and hopping `b` is a
finite sum of Catalan numbers weighted by binomial coefficients and powers of `a` and `b`. -/
theorem end_site_moments (a b : ℝ) (k : ℕ) :
    (chainHamiltonian a b ^ k) endSite 0 = ∑ n ∈ range (k / 2 + 1),
      (k.choose (2 * n) : ℝ) * a ^ (k - 2 * n) * b ^ (2 * n) * (catalan n : ℝ) := by
  have hc : Commute (b • hop) (a • (1 : Module.End ℝ (ℕ → ℝ))) :=
    (Commute.one_right _).smul_right a
  -- the binomial theorem for the commuting hopping and on-site terms
  have hpow : chainHamiltonian a b ^ k = ∑ m ∈ range (k + 1),
      ((k.choose m : ℝ) * a ^ (k - m) * b ^ m) • hop ^ m := by
    rw [chainHamiltonian, hc.add_pow]
    refine sum_congr rfl fun m _ => ?_
    rw [smul_pow, smul_pow, one_pow, smul_mul_smul_comm, mul_one, ← nsmul_eq_mul',
      ← Nat.cast_smul_eq_nsmul ℝ, smul_smul]
    congr 1
    ring
  rw [hpow, LinearMap.sum_apply, Finset.sum_apply]
  simp only [LinearMap.smul_apply, Pi.smul_apply, smul_eq_mul, hop_pow_endSite]
  -- only closed walks of even length contribute
  refine (sum_range_even (fun m => (k.choose m : ℝ) * a ^ (k - m) * b ^ m
    * (pathCount m 0 : ℝ)) ?_ k).trans ?_
  · intro n
    simp only [(pathCount_end_site n).2, Nat.cast_zero, mul_zero]
  · refine sum_congr rfl fun n _ => ?_
    simp only [(pathCount_end_site n).1]

end

end SemiInfiniteChainMoments
```

```lean
#print axioms SemiInfiniteChainMoments.central_moments
-- 'SemiInfiniteChainMoments.central_moments' depends on axioms: [propext, Classical.choice, Quot.sound]
#print axioms SemiInfiniteChainMoments.end_site_moments
-- 'SemiInfiniteChainMoments.end_site_moments' depends on axioms: [propext, Classical.choice, Quot.sound]
```

## Exact for the uniform chain, silent on spectra and rounding

The theorems hold for all real $a$ and $b$, including zero, and for every order $k\ge 0$. They are exact identities for one orbital per site, nearest-neighbour hopping and no interactions.

They do not treat site-dependent coefficients or the finite matrix that a program stores. The state space carries no inner product, so self-adjointness, the spectrum and the local density of states are not addressed. Nor do the theorems bound floating-point error, in the moments or in recursion coefficients computed from them.
